# Free spinless fermions on a ring: periodic boundaries beat antiperiodic ones in energy exactly for odd particle number

A state of $N$ free spinless fermions is represented here by a set of $N$ distinct integers, one for each occupied plane wave. The Pauli principle is thus built in, and superpositions of determinants are left out; without interactions they would not lower the minimum.

```lean
import Mathlib

open scoped Real

namespace TwistedRingFermions

noncomputable section
```

The ring has length $L$, and going once around it multiplies a wave by $e^{it}$. The twist $t$ is $0$ for periodic and $\pi$ for antiperiodic boundaries; physically, it can stand for a magnetic flux through the ring. The allowed wavenumbers are $k=(2\pi m+t)/L$ with $m$ an integer.

```lean
/-- The wavenumber `(2πm + t)/L` on a ring of length `L ≠ 0` with boundary twist `t`. -/
def wavenumber (L t : ℝ) (m : ℤ) : ℝ := (2 * π * m + t) / L
```

In units with $\hbar$ and the particle mass equal to 1, each level has energy $k^2/2$.

```lean
/-- The kinetic energy `k²/2` of a plane wave on the ring of length `L ≠ 0`, in units with `ħ` and
the particle mass equal to 1. -/
def level (L t : ℝ) (m : ℤ) : ℝ := wavenumber L t m ^ 2 / 2
```

The energy of an occupied set $S$ is the sum of its levels.

```lean
/-- The total energy of spinless fermions occupying the set `S` of plane waves (`L ≠ 0`). -/
def energy (L t : ℝ) (S : Finset ℤ) : ℝ := ∑ m ∈ S, level L t m
```

The condition `S.card = N` fixes the particle number.

```lean
/-- All energies that `N` fermions can have by occupying `N` distinct plane waves (`L ≠ 0`). -/
def energies (N : ℕ) (L t : ℝ) : Set ℝ :=
  {e | ∃ S : Finset ℤ, S.card = N ∧ energy L t S = e}
```

The ground-state energy $E(t)$ is the infimum of these energies, which is shown below to be attained.

```lean
/-- The ground-state energy of `N` fermions on the ring with boundary twist `t` (`L ≠ 0`). -/
def groundEnergy (N : ℕ) (L t : ℝ) : ℝ := sInf (energies N L t)
```

The candidate ground state is a block of consecutive integers $c,\dots,c+N-1$.

```lean
/-- The block of `N` consecutive quantum numbers that starts at `c`. -/
def shell (c : ℤ) (N : ℕ) : Finset ℤ := (Finset.range N).image (fun k : ℕ => c + (k : ℤ))
```

## Wavenumbers from the boundary condition

The condition $e^{ik(x+L)}=e^{it}e^{ikx}$ for all $x$ reduces to $e^{ikL}=e^{it}$, so $kL=t+2\pi m$. The proof sets $x=0$ in one direction and combines the exponents in the other.

```lean
/-- On a ring of length `L > 0`, a plane wave picks up the phase `exp(it)` on going once around
exactly when its wavenumber is `(2πm + t)/L` for an integer `m`. -/
theorem planeWave_twisted_iff {L : ℝ} (hL : 0 < L) (t k : ℝ) :
    (∀ x : ℝ, Complex.exp (((k * (x + L) : ℝ) : ℂ) * Complex.I) =
      Complex.exp ((t : ℂ) * Complex.I) * Complex.exp (((k * x : ℝ) : ℂ) * Complex.I)) ↔
    ∃ m : ℤ, k = wavenumber L t m := by
  constructor
  · intro h
    have h1 : Complex.exp (((k * L : ℝ) : ℂ) * Complex.I) =
        Complex.exp ((t : ℂ) * Complex.I) := by simpa using h 0
    obtain ⟨m, hm⟩ := Complex.exp_eq_exp_iff_exists_int.1 h1
    have h2 : k * L = t + m * (2 * π) := by
      have h3 := congrArg Complex.im hm
      simpa using h3
    refine ⟨m, ?_⟩
    rw [wavenumber, eq_div_iff hL.ne']
    linarith
  · rintro ⟨m, hk⟩ x
    have h2 : k * L = 2 * π * m + t := by
      rw [hk, wavenumber]
      field_simp
    have h3 : (k : ℂ) * L = 2 * π * m + t := by exact_mod_cast h2
    rw [← Complex.exp_add, Complex.exp_eq_exp_iff_exists_int]
    refine ⟨m, ?_⟩
    push_cast
    linear_combination Complex.I * h3
```

## Filling the lowest levels

Let every level $f_m$ in a set $B$ satisfy $f_m\le\mu$, and every other level $f_m\ge\mu$. For a set $S$ of the same size,
$$\sum_{m\in S}f_m-\sum_{m\in B}f_m=\sum_{m\in S\setminus B}(f_m-\mu)-\sum_{m\in B\setminus S}(f_m-\mu)\ge 0.$$
The common levels cancel, and equal sizes remove $\mu$. In the proof, `h1` and `h2` give the signs of the two remaining sums.

```lean
/-- Filling principle: if the levels in `B` lie at or below `μ` and all others at or above `μ`,
then no set with as many levels as `B` has a lower total energy. -/
theorem filling_principle {ι : Type*} [DecidableEq ι] (f : ι → ℝ) (μ : ℝ) (B S : Finset ι)
    (hcard : S.card = B.card) (hin : ∀ m ∈ B, f m ≤ μ) (hout : ∀ m, m ∉ B → μ ≤ f m) :
    ∑ m ∈ B, f m ≤ ∑ m ∈ S, f m := by
  -- the levels common to both sets cancel; the others are compared with `μ`
  have hB := Finset.sum_inter_add_sum_sdiff B S (fun m => f m - μ)
  have hS := Finset.sum_inter_add_sum_sdiff S B (fun m => f m - μ)
  have h1 : ∑ m ∈ B \ S, (f m - μ) ≤ 0 :=
    Finset.sum_nonpos fun m hm => sub_nonpos.2 (hin m (Finset.mem_sdiff.1 hm).1)
  have h2 : 0 ≤ ∑ m ∈ S \ B, (f m - μ) :=
    Finset.sum_nonneg fun m hm => sub_nonneg.2 (hout m (Finset.mem_sdiff.1 hm).2)
  rw [Finset.inter_comm S B] at hS
  have h3 : ∑ m ∈ B, (f m - μ) ≤ ∑ m ∈ S, (f m - μ) := by linarith
  simp only [Finset.sum_sub_distrib, Finset.sum_const, nsmul_eq_mul, hcard] at h3
  linarith
```

For the block, write $m=c+k$, where $k$ is now an integer counter, and set $a=t+2\pi c+\pi(N-1)$. Then
$$2\pi m+t=a+\pi(2k-N+1),$$
and for $N\ge1$ the mean over the block is $a$. Raising $c$ by one raises $a$ by $2\pi$, so for every $t$ some $c$ gives $|a|\le\pi$. Suppose that $c$ is chosen in this way.

- Inside the block, $0\le k\le N-1$, so $|2\pi m+t|\le\pi+\pi(N-1)=\pi N$.
- Below it, $k\le-1$, so $2\pi m+t\le a-\pi(N+1)\le-\pi N$.
- Above it, $k\ge N$, so $2\pi m+t\ge a+\pi(N+1)\ge\pi N$.

The filling principle applies with $\mu=(\pi N)^2/(2L^2)$. `IsLeast` says that the block's energy is available and that no available energy is lower.

```lean
/-- A block of `N` consecutive plane waves has the least energy available to `N` fermions
if the mean of `2πm + t` over the block lies between `-π` and `π`. -/
theorem shell_isLeast {N : ℕ} {L t : ℝ} {c : ℤ}
    (h : |t + 2 * π * c + π * ((N : ℝ) - 1)| ≤ π) :
    IsLeast (energies N L t) (energy L t (shell c N)) := by
  have hcard : (shell c N).card = N := by
    rw [shell, Finset.card_image_of_injective, Finset.card_range]
    intro a b hab
    have hab' : c + (a : ℤ) = c + (b : ℤ) := hab
    omega
  have hlev : ∀ m : ℤ, level L t m = (2 * π * m + t) ^ 2 / (2 * L ^ 2) := by
    intro m
    unfold level wavenumber
    ring
  have hdiv : ∀ a b : ℝ, a ≤ b → a / (2 * L ^ 2) ≤ b / (2 * L ^ 2) := by
    intro a b hab
    gcongr
  have hp : 0 ≤ π * (N : ℝ) := by positivity
  obtain ⟨hl, hu⟩ := abs_le.1 h
  refine ⟨⟨shell c N, hcard, rfl⟩, ?_⟩
  rintro e ⟨S, hS, rfl⟩
  -- the Fermi level is `(πN)²/(2L²)`
  refine filling_principle (level L t) ((π * N) ^ 2 / (2 * L ^ 2)) _ S (hS.trans hcard.symm) ?_ ?_
  · intro m hm
    obtain ⟨k, hk, rfl⟩ := Finset.mem_image.1 hm
    have hk1 : (k : ℝ) + 1 ≤ N := by exact_mod_cast Finset.mem_range.1 hk
    have h1 := mul_le_mul_of_nonneg_left hk1 Real.pi_pos.le
    have h2 : 0 ≤ π * (k : ℝ) := by positivity
    rw [hlev]
    apply hdiv
    push_cast
    apply sq_le_sq' <;> linarith
  · intro m hm
    rw [hlev]
    apply hdiv
    rcases lt_or_ge m c with hmc | hmc
    · have h1 : (m : ℝ) + 1 ≤ c := by exact_mod_cast hmc
      have h2 := mul_le_mul_of_nonneg_left h1 Real.pi_pos.le
      rw [← neg_sq (2 * π * (m : ℝ) + t)]
      exact pow_le_pow_left₀ hp (by linarith) 2
    · have h0 : c + (N : ℤ) ≤ m := by
        by_contra hlt
        exact hm (Finset.mem_image.2 ⟨(m - c).toNat, Finset.mem_range.2 (by omega), by omega⟩)
      have h1 : (c : ℝ) + N ≤ m := by exact_mod_cast h0
      have h2 := mul_le_mul_of_nonneg_left h1 Real.pi_pos.le
      exact pow_le_pow_left₀ hp (by linarith) 2
```

## The energy as a function of twist

The cross term vanishes when the squares are summed, because $\sum_{k=0}^{N-1}(2k-N+1)=0$. Also
$$\sum_{k=0}^{N-1}(2k-N+1)^2=\frac{2N(N-1)(2N-1)}{3}-N(N-1)^2=\frac{N(N^2-1)}{3}.$$
Hence
$$2L^2E(t)=Na^2+\frac{\pi^2N(N^2-1)}{3}.$$
Lean obtains this sum by induction on $N$.

```lean
/-- Closed form of the ground-state energy for `L > 0`, where `c` is the lowest quantum number of
a block over which the mean of `2πm + t` lies between `-π` and `π`. -/
theorem groundEnergy_formula {N : ℕ} {L t : ℝ} {c : ℤ} (hL : 0 < L)
    (h : |t + 2 * π * c + π * ((N : ℝ) - 1)| ≤ π) :
    2 * L ^ 2 * groundEnergy N L t =
      N * (t + 2 * π * c + π * ((N : ℝ) - 1)) ^ 2 + π ^ 2 * N * ((N : ℝ) ^ 2 - 1) / 3 := by
  have hlev : ∀ m : ℤ, 2 * L ^ 2 * level L t m = (2 * π * m + t) ^ 2 := by
    intro m
    unfold level wavenumber
    field_simp
  rw [groundEnergy, (shell_isLeast h).csInf_eq, energy, shell, Finset.sum_image (by
    intro a _ b _ hab
    have hab' : c + (a : ℤ) = c + (b : ℤ) := hab
    omega), Finset.mul_sum]
  simp only [hlev]
  -- the sum of squares over the block
  clear h
  induction N with
  | zero => simp
  | succ n ih =>
    rw [Finset.sum_range_succ, ih]
    push_cast
    ring
```

For $N=2M+1$ choose $c=-M$. Then $a=t$, and subtracting the formula at $t=0$ gives $2L^2(E(t)-E(0))=Nt^2$ for $|t|\le\pi$.

```lean
/-- For odd `N`, `L > 0` and a twist `|t| ≤ π`, the ground-state energy rises from its periodic
value by `N t²/(2L²)`. -/
theorem odd_twist {N : ℕ} {L t : ℝ} (hL : 0 < L) (hN : Odd N) (ht : |t| ≤ π) :
    2 * L ^ 2 * (groundEnergy N L t - groundEnergy N L 0) = N * t ^ 2 := by
  obtain ⟨M, rfl⟩ := hN
  have e (s : ℝ) : s + 2 * π * ((-(M : ℤ) : ℤ) : ℝ) + π * (((2 * M + 1 : ℕ) : ℝ) - 1) = s := by
    push_cast
    ring
  have h1 := groundEnergy_formula (N := 2 * M + 1) (t := t) (c := -(M : ℤ)) hL
    (by rw [e]; exact ht)
  have h0 := groundEnergy_formula (N := 2 * M + 1) (t := 0) (c := -(M : ℤ)) hL
    (by rw [e, abs_zero]; exact Real.pi_pos.le)
  rw [e] at h1 h0
  linear_combination h1 - h0
```

For $N=2M$ the same $c=-M$ gives $a=t-\pi$, so $2L^2(E(t)-E(\pi))=N(t-\pi)^2$ for $0\le t\le2\pi$.

```lean
/-- For even `N`, `L > 0` and a twist with `|t - π| ≤ π`, the ground-state energy rises from its
antiperiodic value by `N (t - π)²/(2L²)`. -/
theorem even_twist {N : ℕ} {L t : ℝ} (hL : 0 < L) (hN : Even N) (ht : |t - π| ≤ π) :
    2 * L ^ 2 * (groundEnergy N L t - groundEnergy N L π) = N * (t - π) ^ 2 := by
  obtain ⟨M, rfl⟩ := hN
  have e (s : ℝ) : s + 2 * π * ((-(M : ℤ) : ℤ) : ℝ) + π * (((M + M : ℕ) : ℝ) - 1) = s - π := by
    push_cast
    ring
  have h1 := groundEnergy_formula (N := M + M) (t := t) (c := -(M : ℤ)) hL
    (by rw [e]; exact ht)
  have h0 := groundEnergy_formula (N := M + M) (t := π) (c := -(M : ℤ)) hL
    (by rw [e, sub_self, abs_zero]; exact Real.pi_pos.le)
  rw [e] at h1 h0
  linear_combination h1 - h0
```

## Periodic against antiperiodic

Putting $t=\pi$ in the odd case and $t=0$ in the even case gives
$$2L^2\bigl(E(\pi)-E(0)\bigr)=(-1)^{N+1}N\pi^2.$$
The proof splits on the parity of $N$. Since $L>0$, division by $2L^2$ gives the energy difference itself.

For $N=1$, the periodic particle sits at $k=0$ and the antiperiodic one at $k=\pm\pi/L$, which costs $\pi^2/(2L^2)$. At fixed density $N/L$, the difference per particle falls as $1/L^2$.

```lean
/-- On a ring of length `L > 0`, the antiperiodic ground-state energy of `N` free fermions minus
the periodic one, multiplied by `2L²`, is `(-1)^(N+1) N π²`. -/
theorem antiperiodic_sub_periodic (N : ℕ) {L : ℝ} (hL : 0 < L) :
    2 * L ^ 2 * (groundEnergy N L π - groundEnergy N L 0) = (-1) ^ (N + 1) * N * π ^ 2 := by
  rcases Nat.even_or_odd N with hN | hN
  · have h := even_twist (t := 0) hL hN (by rw [zero_sub, abs_neg, abs_of_pos Real.pi_pos])
    rw [hN.add_one.neg_one_pow]
    linear_combination -h
  · have h := odd_twist (t := π) hL hN (by rw [abs_of_pos Real.pi_pos])
    rw [hN.add_one.neg_one_pow]
    linear_combination h
```

The sign of the right-hand side decides which boundary condition is lower.

```lean
/-- On a ring of length `L > 0`, periodic boundaries give a strictly lower ground-state energy
than antiperiodic ones exactly when the number of fermions is odd. -/
theorem periodic_lt_iff_odd (N : ℕ) {L : ℝ} (hL : 0 < L) :
    groundEnergy N L 0 < groundEnergy N L π ↔ Odd N := by
  have h := antiperiodic_sub_periodic N hL
  have hp : 0 < 2 * L ^ 2 := by positivity
  rw [← sub_pos, ← mul_pos_iff_of_pos_left hp, h]
  rcases Nat.even_or_odd N with hN | hN
  · have h0 : 0 ≤ (N : ℝ) * π ^ 2 := by positivity
    rw [hN.add_one.neg_one_pow]
    exact ⟨fun h1 => by linarith, fun h1 => absurd hN (Nat.not_even_iff_odd.2 h1)⟩
  · have h0 : 0 < (N : ℝ) := by exact_mod_cast hN.pos
    rw [hN.add_one.neg_one_pow]
    exact ⟨fun _ => hN, fun _ => by positivity⟩
```

The converse criterion needs $N\ge1$: zero is even, but both energies of the empty ring are zero.

```lean
/-- For at least one fermion on a ring of length `L > 0`, antiperiodic boundaries give a strictly
lower ground-state energy than periodic ones exactly when the number of fermions is even. -/
theorem antiperiodic_lt_iff_even {N : ℕ} (hN : 0 < N) {L : ℝ} (hL : 0 < L) :
    groundEnergy N L π < groundEnergy N L 0 ↔ Even N := by
  constructor
  · intro h
    by_contra hE
    exact lt_asymm h ((periodic_lt_iff_odd N hL).2 (Nat.not_even_iff_odd.1 hE))
  · intro hE
    have h := antiperiodic_sub_periodic N hL
    rw [hE.add_one.neg_one_pow] at h
    have h0 : 0 < (N : ℝ) := by exact_mod_cast hN
    have h1 : 0 < (N : ℝ) * π ^ 2 := by positivity
    have hp : 0 < 2 * L ^ 2 := by positivity
    rw [← sub_pos, ← mul_pos_iff_of_pos_left hp]
    linarith

end

end TwistedRingFermions
```

```lean
#print axioms TwistedRingFermions.planeWave_twisted_iff
#print axioms TwistedRingFermions.periodic_lt_iff_odd
#print axioms TwistedRingFermions.antiperiodic_lt_iff_even
```

```
'TwistedRingFermions.planeWave_twisted_iff' depends on axioms: [propext, Classical.choice, Quot.sound]
'TwistedRingFermions.periodic_lt_iff_odd' depends on axioms: [propext, Classical.choice, Quot.sound]
'TwistedRingFermions.antiperiodic_lt_iff_even' depends on axioms: [propext, Classical.choice, Quot.sound]
```

In a simulation of a one-dimensional spinless gas, this non-interacting result bears on the choice of a plane-wave trial determinant. With 14 particles and periodic boundaries, the lowest determinant fills $m=-6,\dots,6$ and either $7$ or $-7$, so there are two degenerate choices. With antiperiodic boundaries it fills $m=-7,\dots,6$, that is $k=\pm\pi/L,\pm3\pi/L,\dots,\pm13\pi/L$. This choice is unique, and its kinetic energy is lower by $7\pi^2/L^2$.
